# At fixed temperature, the symmetric split has the smallest thermal factor among two-phonon decays of a given frequency

## Fitting a linewidth with one decay channel

To fit the linewidth Γ of an optical phonon of frequency ω against temperature T, one can use the single-channel Klemens form

Γ(T) = Γ(0) · [1 + 2n(ħω/(2k_B T))], with n(x) = 1/(exp(x) − 1).

Here n is the Bose occupation at reduced energy x, that is, energy divided by k_B T. The formula treats every decay as a split into two phonons of frequency ω/2. Real decays may also go into unequal pairs, so this step replaces the thermal factors of several channels by that of one.

The result below gives the sign of the error. In lowest-order cubic perturbation theory with fixed frequencies, the replacement never overestimates the thermal factor of a two-phonon decay, and at any positive temperature it is exact only for an equal split.

## Where the thermal factor comes from

Let the decaying phonon have occupation N, and let the two final phonons have reduced energies x and y and be in equilibrium. Decay is weighted by N(1+n(x))(1+n(y)), and recombination by (N+1)n(x)n(y). With a coupling constant C,

dN/dt = −C · [N(1+n(x))(1+n(y)) − (N+1)n(x)n(y)].

The relaxation rate of N is C times the coefficient of N in the bracket. Call that coefficient F(x, y):

F(x, y) = (1+n(x))(1+n(y)) − n(x)n(y) = 1 + n(x) + n(y).

At zero temperature both occupations vanish and F = 1, so F measures the thermal enhancement of the channel.

## What is stated

For x, y > 0 there are three main claims.

- The factor has a product form: 1 + n(x) + n(y) = n(x)n(y)/n(x+y).
- It is bounded below by its value for an equal split: 1 + n(x) + n(y) ≥ 1 + 2n((x+y)/2), with equality if and only if x = y.
- At fixed x + y, it increases strictly with the asymmetry |x − y|.

In Lean, `bose` is n and `decayFactor` is F, defined as emission minus recombination. The rate equation above motivates this definition; the file does not derive it from a Hamiltonian. The function `reducedEnergy` converts a frequency to ħω/(k_B T), and `thermalEnhancement` is F evaluated at two physical frequencies. All quantities are real numbers, ω is an angular frequency, and `hbar` and `kB` are arbitrary positive constants, so any consistent units will do. Lean assigns `bose 0` the value 0, but the positivity hypotheses keep this point out of the physical statements.

The theorem `klemens_channel_minimal` takes positive frequencies ω₁ and ω₂ with ω₁ + ω₂ = ω, which is energy conservation, and a positive temperature. It says that the pair (ω/2, ω/2) has a thermal factor no larger than that of (ω₁, ω₂), and that the two factors agree exactly when ω₁ = ω₂.

The comparison concerns thermal factors alone. Anharmonic matrix elements, the two-phonon density of states and momentum conservation do not enter, so the symmetric channel need not have the smallest decay rate, and in a given crystal it may not be allowed at all. Processes in which the phonon absorbs another one, decays into three or more phonons, and temperature-dependent frequency shifts are also absent.

## Detailed balance and the product form

From the definition of n,

1 + n(x) = exp(x)/(exp(x) − 1) = exp(x) n(x).

Apply this to both final phonons and multiply by n(x+y):

n(x+y)(1+n(x))(1+n(y)) = n(x+y) exp(x+y) n(x)n(y) = (1+n(x+y)) n(x)n(y).

This is detailed balance: with all three modes in equilibrium, decay and recombination have equal weights. Expanding both sides gives

n(x+y)[1+n(x)+n(y)] + n(x+y)n(x)n(y) = n(x)n(y) + n(x+y)n(x)n(y).

The triple product cancels. Since n(x+y) > 0, division by it gives the product form.

## Separating total energy from asymmetry

Put a = exp(x/2) and b = exp(y/2), so that n(x) = 1/(a² − 1) and n(y) = 1/(b² − 1). Over a common denominator,

F(x, y) = [(a²−1)(b²−1) + (b²−1) + (a²−1)] / [(a²−1)(b²−1)] = (a²b² − 1) / [(a²−1)(b²−1)].

The numerator and denominator are hyperbolic functions in disguise:

sinh((x+y)/2) = (ab − 1/(ab))/2 = (a²b² − 1)/(2ab),

cosh((x+y)/2) − cosh((x−y)/2) = (ab + 1/(ab) − a/b − b/a)/2 = (a²−1)(b²−1)/(2ab).

Dividing the first by the second yields

F(x, y) = sinh((x+y)/2) / [cosh((x+y)/2) − cosh((x−y)/2)].

The total energy fixes the numerator and the first cosh. The asymmetry appears only in the second cosh.

For positive x and y we have |x − y| < x + y. Because cosh is even and increases with the absolute value of its argument, the denominator is positive. The numerator is positive too, since x + y > 0. At fixed x + y, a larger |x − y| raises the second cosh, lowers the denominator and therefore raises F.

Now set m = (x+y)/2. The pair (m, m) has the same total energy as (x, y) and zero asymmetry, and F(m, m) = 1 + 2n(m). If x ≠ y, the pair (x, y) has positive asymmetry and a strictly larger factor. If x = y, the two pairs coincide. This proves the bound and its equality case.

For physical frequencies, put x = ħω₁/(k_B T) and y = ħω₂/(k_B T). Their mean is ħω/(2k_B T), the reduced energy of ω/2, and x = y means ω₁ = ω₂.

## The high-temperature limit

For small x, n(x) behaves as 1/x. At high temperature the factor of a channel therefore approaches 1/x + 1/y = (x+y)/(xy), while the symmetric value approaches 4/(x+y). Their ratio tends to

(x+y)²/(4xy) = ω²/(4ω₁ω₂).

For a split into ω/4 and 3ω/4 this is 4/3, so the symmetric formula gives three quarters of that channel's thermal factor. At low temperature both factors tend to 1 and the difference disappears. These limits are worked out here by hand and have no theorem in the file.

## The Lean file

```lean
import Mathlib

open Real

namespace KlemensDecay

noncomputable section

/-- Bose occupation of a phonon mode at reduced energy `x` (energy over thermal energy), for `x >
0`. -/
def bose (x : ℝ) : ℝ := 1 / (exp x - 1)

/-- Net thermal factor of the decay of a phonon into two phonons of reduced energies `x` and `y`:
stimulated and spontaneous emission minus recombination, for `x, y > 0`. -/
def decayFactor (x y : ℝ) : ℝ := (1 + bose x) * (1 + bose y) - bose x * bose y

/-- Reduced energy of a phonon of frequency `ω` at temperature `T`, for `kB * T ≠ 0`. -/
def reducedEnergy (hbar kB T ω : ℝ) : ℝ := hbar * ω / (kB * T)

/-- Net thermal factor at temperature `T` of the decay into phonons of frequencies `ω₁` and `ω₂`,
for positive `hbar`, `kB`, `T`, `ω₁` and `ω₂`. -/
def thermalEnhancement (hbar kB T ω₁ ω₂ : ℝ) : ℝ :=
  decayFactor (reducedEnergy hbar kB T ω₁) (reducedEnergy hbar kB T ω₂)

/-- The Bose occupation is positive at positive energy and inverts `exp x - 1`. -/
theorem bose_spec {x : ℝ} (hx : 0 < x) : 0 < bose x ∧ (exp x - 1) * bose x = 1 := by
  have h : 0 < exp x - 1 := sub_pos.2 (Real.one_lt_exp_iff.2 hx)
  exact ⟨one_div_pos.2 h, mul_one_div_cancel h.ne'⟩

/-- Detailed balance: in thermal equilibrium the decay of a phonon into two others and the
recombination of these two have equal weights. -/
theorem detailed_balance {x y : ℝ} (hx : 0 < x) (hy : 0 < y) :
    bose (x + y) * ((1 + bose x) * (1 + bose y)) =
      (1 + bose (x + y)) * (bose x * bose y) := by
  -- emission and absorption weights differ by a Boltzmann factor
  have key : ∀ z : ℝ, 0 < z → 1 + bose z = exp z * bose z := fun z hz => by
    linear_combination (-1 : ℝ) * (bose_spec hz).2
  rw [key x hx, key y hy, key (x + y) (add_pos hx hy), Real.exp_add]
  ring

/-- The two-phonon thermal factor is the product of the final occupations divided by the equilibrium
occupation at the total energy `x + y`. -/
theorem one_add_bose_add_bose {x y : ℝ} (hx : 0 < x) (hy : 0 < y) :
    1 + bose x + bose y = bose x * bose y / bose (x + y) := by
  rw [eq_div_iff (bose_spec (add_pos hx hy)).1.ne']
  linear_combination detailed_balance hx hy

/-- Emission minus recombination leaves one plus the sum of the two final occupations. -/
theorem decayFactor_eq (x y : ℝ) : decayFactor x y = 1 + bose x + bose y := by
  unfold decayFactor
  ring

/-- For positive energies the hyperbolic cosine of the half-difference is smaller than that of
the half-sum. -/
theorem cosh_gap {x y : ℝ} (hx : 0 < x) (hy : 0 < y) :
    cosh ((x - y) / 2) < cosh ((x + y) / 2) := by
  rw [Real.cosh_lt_cosh, abs_of_pos (by linarith : 0 < (x + y) / 2), abs_lt]
  constructor <;> linarith

/-- Closed form of the thermal factor in terms of the total energy `x + y` and the
asymmetry `x - y` of the two final phonons. -/
theorem decayFactor_closed_form {x y : ℝ} (hx : 0 < x) (hy : 0 < y) :
    decayFactor x y =
      sinh ((x + y) / 2) / (cosh ((x + y) / 2) - cosh ((x - y) / 2)) := by
  have hsq : ∀ z : ℝ, exp z = exp (z / 2) ^ 2 := fun z => by
    rw [sq, ← Real.exp_add, add_halves]
  have kx := (bose_spec hx).2
  have ky := (bose_spec hy).2
  rw [hsq x] at kx
  rw [hsq y] at ky
  have hadd : (x + y) / 2 = x / 2 + y / 2 := by ring
  have hsub : (x - y) / 2 = x / 2 - y / 2 := by ring
  -- numerator and denominator in half-exponentials
  have hnum : sinh ((x + y) / 2) =
      (exp (x / 2) ^ 2 * exp (y / 2) ^ 2 - 1) / (2 * exp (x / 2) * exp (y / 2)) := by
    rw [Real.sinh_eq, Real.exp_neg, hadd, Real.exp_add]
    field_simp
  have hden : cosh ((x + y) / 2) - cosh ((x - y) / 2) =
      (exp (x / 2) ^ 2 - 1) * (exp (y / 2) ^ 2 - 1) / (2 * exp (x / 2) * exp (y / 2)) := by
    rw [Real.cosh_eq, Real.cosh_eq, Real.exp_neg, Real.exp_neg, hadd, hsub,
      Real.exp_add, Real.exp_sub]
    field_simp
    ring
  rw [eq_div_iff (sub_pos.2 (cosh_gap hx hy)).ne', hden, hnum, decayFactor_eq]
  linear_combination ((exp (y / 2) ^ 2 - 1) * kx + (exp (x / 2) ^ 2 - 1) * ky) /
    (2 * exp (x / 2) * exp (y / 2))

/-- Among two-phonon decays of the same total energy, the more asymmetric one has the larger
thermal factor. -/
theorem decayFactor_lt_of_asymmetry {x y u v : ℝ} (hx : 0 < x) (hy : 0 < y)
    (hu : 0 < u) (hv : 0 < v) (hsum : x + y = u + v) (hasym : |x - y| < |u - v|) :
    decayFactor x y < decayFactor u v := by
  rw [decayFactor_closed_form hx hy, decayFactor_closed_form hu hv, hsum]
  have hcosh : cosh ((x - y) / 2) < cosh ((u - v) / 2) := by
    rw [Real.cosh_lt_cosh, abs_div, abs_div, abs_two]
    linarith
  have hsinh : 0 < sinh ((u + v) / 2) := Real.sinh_pos_iff.2 (by linarith)
  -- only the denominator depends on the asymmetry
  exact div_lt_div_of_pos_left hsinh (sub_pos.2 (cosh_gap hu hv)) (by linarith)

/-- The two-phonon thermal factor is at least its value for an equal split of the energy,
with equality exactly when the two final phonons have the same energy. -/
theorem klemens_bound {x y : ℝ} (hx : 0 < x) (hy : 0 < y) :
    1 + 2 * bose ((x + y) / 2) ≤ 1 + bose x + bose y ∧
      (1 + bose x + bose y = 1 + 2 * bose ((x + y) / 2) ↔ x = y) := by
  by_cases hxy : x = y
  · subst hxy
    have h : 1 + bose x + bose x = 1 + 2 * bose ((x + x) / 2) := by
      rw [add_self_div_two]
      ring
    exact ⟨h.ge, fun _ => rfl, fun _ => h⟩
  · -- compare with the symmetric pair of the same total energy
    have hm : 0 < (x + y) / 2 := by linarith
    have h := decayFactor_lt_of_asymmetry hm hm hx hy (by ring)
      (by rw [sub_self, abs_zero]; exact abs_pos.2 (sub_ne_zero.2 hxy))
    rw [decayFactor_eq, decayFactor_eq] at h
    exact ⟨by linarith, fun he => by linarith, fun he => absurd he hxy⟩

/-- At any positive temperature the symmetric Klemens channel `ω → ω/2 + ω/2` has the smallest
thermal enhancement among the two-phonon decays of a phonon of frequency `ω`, and it is the
only channel that attains this minimum. -/
theorem klemens_channel_minimal {hbar kB T ω ω₁ ω₂ : ℝ} (hh : 0 < hbar) (hk : 0 < kB)
    (hT : 0 < T) (h₁ : 0 < ω₁) (h₂ : 0 < ω₂) (hω : ω₁ + ω₂ = ω) :
    thermalEnhancement hbar kB T (ω / 2) (ω / 2) ≤ thermalEnhancement hbar kB T ω₁ ω₂ ∧
      (thermalEnhancement hbar kB T ω₁ ω₂ = thermalEnhancement hbar kB T (ω / 2) (ω / 2) ↔
        ω₁ = ω₂) := by
  have hkT : 0 < kB * T := mul_pos hk hT
  have ha : 0 < reducedEnergy hbar kB T ω₁ := div_pos (mul_pos hh h₁) hkT
  have hb : 0 < reducedEnergy hbar kB T ω₂ := div_pos (mul_pos hh h₂) hkT
  have hmid : reducedEnergy hbar kB T (ω / 2) =
      (reducedEnergy hbar kB T ω₁ + reducedEnergy hbar kB T ω₂) / 2 := by
    unfold reducedEnergy
    rw [← hω]
    ring
  have hsym : thermalEnhancement hbar kB T (ω / 2) (ω / 2) =
      1 + 2 * bose ((reducedEnergy hbar kB T ω₁ + reducedEnergy hbar kB T ω₂) / 2) := by
    unfold thermalEnhancement
    rw [decayFactor_eq, hmid]
    ring
  have hgen : thermalEnhancement hbar kB T ω₁ ω₂ =
      1 + bose (reducedEnergy hbar kB T ω₁) + bose (reducedEnergy hbar kB T ω₂) :=
    decayFactor_eq _ _
  obtain ⟨hle, heq⟩ := klemens_bound ha hb
  rw [hsym, hgen]
  refine ⟨hle, fun h => ?_, fun h => heq.2 (by rw [h])⟩
  -- equal reduced energies mean equal frequencies
  have h' : hbar * ω₁ / (kB * T) = hbar * ω₂ / (kB * T) := heq.1 h
  exact mul_left_cancel₀ hh.ne' ((div_left_inj' hkT.ne').1 h')

end

end KlemensDecay
```

```lean
#print axioms KlemensDecay.one_add_bose_add_bose
#print axioms KlemensDecay.decayFactor_lt_of_asymmetry
#print axioms KlemensDecay.klemens_channel_minimal
```

```
'KlemensDecay.one_add_bose_add_bose' depends on axioms: [propext, Classical.choice, Quot.sound]
'KlemensDecay.decayFactor_lt_of_asymmetry' depends on axioms: [propext, Classical.choice, Quot.sound]
'KlemensDecay.klemens_channel_minimal' depends on axioms: [propext, Classical.choice, Quot.sound]
```

## How the proof follows the derivation

**Occupations and balance.** The lemma `bose_spec` supplies two facts for positive x: n(x) is positive, and (exp(x) − 1)n(x) = 1. The second is the definition without its fraction, which is convenient for algebra. In `detailed_balance`, the local statement `key` is 1 + n(z) = exp(z)n(z). It is rewritten at x, y and x + y; the exponential of the sum is then split, and `ring` confirms that both sides are the same product.

**The product form.** In `one_add_bose_add_bose`, the rewrite with `eq_div_iff` multiplies through by n(x+y), which is allowed because that number is nonzero. What remains is detailed balance after cancellation of the triple product, and `linear_combination` performs the cancellation. The lemma `decayFactor_eq` is the expansion of F. It needs no positivity, because it is an identity in the two occupations.

**The closed form.** The lemma `cosh_gap` shows that the denominator is positive, using the fact that cosh values are ordered as the absolute values of their arguments. In `decayFactor_closed_form`, `hsq` writes exp(z) as the square of exp(z/2), which introduces a² and b². The statements `hnum` and `hden` are the two hyperbolic identities above.

The last step differs slightly from the derivation by hand. Lean does not add the fractions 1/(a²−1) and 1/(b²−1). It multiplies the claim by the denominator and uses the relations (a²−1)n(x) = 1 and (b²−1)n(y) = 1, called `kx` and `ky`. The final `linear_combination` multiplies the first by b² − 1 and the second by a² − 1, adds them and divides by 2ab. These are the same cross terms that appear over the common denominator.

**Monotonicity.** The theorem `decayFactor_lt_of_asymmetry` compares two positive pairs (x, y) and (u, v) with equal sums and |x − y| < |u − v|. After both factors are put in closed form, rewriting with `hsum` makes their numerators identical. `hcosh` orders the two asymmetry terms, and `hsinh` says that the common numerator is positive. The lemma `div_lt_div_of_pos_left` then turns the smaller positive denominator into the larger quotient.

**The bound and its equality case.** The proof of `klemens_bound` splits on whether x = y. In the equal case both sides are the same number. In the unequal case, monotonicity is applied to the symmetric pair and (x, y), with `abs_pos` supplying the positive asymmetry. The resulting strict inequality gives the bound and also rules out equality of the factors.

**Return to frequencies.** In `klemens_channel_minimal`, `ha` and `hb` show that the reduced energies are positive, and `hmid` identifies the reduced energy of ω/2 with their mean. Through `hsym` and `hgen`, the claim becomes `klemens_bound`. For the equality case, that theorem returns ħω₁/(k_B T) = ħω₂/(k_B T), and cancelling the nonzero constants leaves ω₁ = ω₂.
